# The unit-mass dynamical matrix of a nearest-neighbour spring chain has determinant $2(1-\cos x)\prod_j K_j$

A one-dimensional crystal whose cell holds $N$ atoms, joined to their neighbours by springs of different strengths, has $N$ phonon branches at each wavevector. The squared frequencies are the roots of a polynomial of degree $N$, and in larger cells they can depend on the order of the springs. How does the product of the squared frequencies depend on the springs and on the wavevector? The product is a determinant, and for this harmonic chain it has a closed form.

## A cell closed by a Bloch phase

Write $N=n+1$ with $n\ge 0$, and number the atoms $0,\dots,n$. In Lean the index type is `Fin (n + 1)`, so the cell is never empty.

```lean
import Mathlib

open Matrix

namespace BlochChainDeterminant

noncomputable section

variable {n : ℕ}
```

Let $x$ be the real Bloch phase across one cell, that is, wavevector times cell length. The whole phase sits on the bond that leaves the cell: $p_n=e^{ix}$, and $p_j=1$ for $j<n$.

```lean
/-- The phase factor of bond `j`: `exp(ix)` on the bond that leaves the cell, `1` on the others. -/
def bondPhase (x : ℝ) (j : Fin (n + 1)) : ℂ :=
  if j = Fin.last n then Complex.exp (x * Complex.I) else 1
```

Atom $j$ has one complex displacement amplitude $u_j$. The bond stretches are
$$s_j=u_{j+1}-u_j\quad(j<n),\qquad s_n=e^{ix}u_0-u_n .$$
Addition in `Fin (n + 1)` wraps around, so `u (j + 1)` is $u_0$ on the last bond and one formula covers both cases.

```lean
/-- The stretch `u_(j+1) - u_j` of bond `j`, where the atom after the last one is the first atom
times `exp(ix)`. -/
def stretch (x : ℝ) (u : Fin (n + 1) → ℂ) (j : Fin (n + 1)) : ℂ :=
  bondPhase x j * u (j + 1) - u j
```

The springs $K_j$ are arbitrary real numbers, and negative or zero values are allowed. The energy is $E(u)=\sum_j K_j|s_j|^2$, without the factor $\tfrac12$ of the usual potential energy. With this convention the matrix of $E$ is the usual force-constant matrix.

```lean
/-- The harmonic energy `∑ K_j |s_j|²` of a cell of `n + 1` atoms, where `s_j` is the stretch of
bond `j`. -/
def energy (K : Fin (n + 1) → ℝ) (x : ℝ) (u : Fin (n + 1) → ℂ) : ℝ :=
  ∑ j, K j * ‖stretch x u j‖ ^ 2
```

The stretches depend linearly on the displacements, $s=Bu$, with
$$B_{ij}=p_i\,\delta_{j,i+1}-\delta_{ij},$$
where $i+1$ is again cyclic. The two terms must be subtracted, not treated as exclusive cases. For one atom $i+1=i$, and the single entry is $e^{ix}-1$. A nested "if $j=i+1$, else if $j=i$" would give $e^{ix}$ there, and the final determinant would come out as $K_0$ for every $x$.

```lean
/-- The matrix that takes atomic displacements to bond stretches. -/
def bondMatrix (x : ℝ) : Matrix (Fin (n + 1)) (Fin (n + 1)) ℂ :=
  Matrix.of fun i j => (if j = i + 1 then bondPhase x i else 0) - (if j = i then 1 else 0)
```

Since $E=s^\dagger\,\mathrm{diag}(K)\,s$, the dynamical matrix for unit masses is $D=B^\dagger\,\mathrm{diag}(K)\,B$.

```lean
/-- The dynamical matrix of the chain for unit masses, built from bond stretches and springs. -/
def dynMatrix (K : Fin (n + 1) → ℝ) (x : ℝ) : Matrix (Fin (n + 1)) (Fin (n + 1)) ℂ :=
  (bondMatrix x)ᴴ * diagonal (fun j => (K j : ℂ)) * bondMatrix x
```

For masses $m_j$, the equations of motion lead to the matrix with entries $D_{ij}/\sqrt{m_im_j}$, whose eigenvalues are the squared frequencies.

```lean
/-- The dynamical matrix for masses `m_j`, with each row and column divided by `√m_j`. -/
def massWeighted (K m : Fin (n + 1) → ℝ) (x : ℝ) : Matrix (Fin (n + 1)) (Fin (n + 1)) ℂ :=
  diagonal (fun j => (((√(m j))⁻¹ : ℝ) : ℂ)) * dynMatrix K x *
    diagonal (fun j => (((√(m j))⁻¹ : ℝ) : ℂ))
```

## The matrix reproduces the energy

By construction,
$$u^\dagger Du=(Bu)^\dagger\,\mathrm{diag}(K)\,(Bu)=\sum_jK_j\,\overline{s_j}\,s_j=E(u).$$
In the proof, `hB` is $Bu=s$, `h` is the regrouping, and the last lines use $\bar z z=|z|^2$.

```lean
/-- The quadratic form of the dynamical matrix is the harmonic energy. -/
theorem dynMatrix_energy (K : Fin (n + 1) → ℝ) (x : ℝ) (u : Fin (n + 1) → ℂ) :
    star u ⬝ᵥ dynMatrix K x *ᵥ u = (energy K x u : ℂ) := by
  have hB : bondMatrix x *ᵥ u = stretch x u := by
    ext i
    simp [bondMatrix, stretch, mulVec, dotProduct, sub_mul, Finset.sum_sub_distrib, ite_mul]
  have h : star u ⬝ᵥ dynMatrix K x *ᵥ u = star (bondMatrix x *ᵥ u) ⬝ᵥ
      (diagonal (fun j => (K j : ℂ)) *ᵥ (bondMatrix x *ᵥ u)) := by
    rw [Matrix.star_mulVec, ← Matrix.dotProduct_mulVec]
    simp only [dynMatrix, Matrix.mulVec_mulVec, Matrix.mul_assoc]
  rw [h, hB]
  simp only [dotProduct, mulVec_diagonal, Pi.star_apply, energy]
  push_cast
  refine Finset.sum_congr rfl fun j _ => ?_
  rw [← Complex.conj_mul', Complex.star_def]
  ring
```

Real diagonal matrices equal their own adjoints (`hd`), so taking the adjoint of the mass-weighted product reverses its factors and returns the same matrix. Unit masses give the Hermiticity of $D$ itself.

```lean
/-- The mass-weighted dynamical matrix is Hermitian. -/
theorem massWeighted_isHermitian (K m : Fin (n + 1) → ℝ) (x : ℝ) :
    (massWeighted K m x).IsHermitian := by
  have hd : ∀ d : Fin (n + 1) → ℝ,
      (diagonal (fun j => (d j : ℂ)))ᴴ = diagonal (fun j => (d j : ℂ)) := by
    intro d
    rw [diagonal_conjTranspose]
    congr 1
    funext j
    exact Complex.conj_ofReal _
  unfold Matrix.IsHermitian massWeighted dynMatrix
  simp only [conjTranspose_mul, conjTranspose_conjTranspose, hd, Matrix.mul_assoc]
```

## Shifting atoms together makes the bond matrix triangular

Replace column $k$ of $B$ by the sum of columns $0,\dots,k$. This leaves the determinant unchanged. The new column lists the stretches when atoms $0,\dots,k$ move together by one unit. For $k<n$, bond $k$ changes by $-1$, the last bond by $e^{ix}$, and no other bond changes. For $k=n$, only the last bond changes, by $e^{ix}-1$. The result is lower triangular with diagonal $-1,\dots,-1,\,e^{ix}-1$, so
$$\det B=(-1)^n(e^{ix}-1).$$
In Lean, `rowLast` and `rowCast` write out the rows of $B$, `A` is the summed matrix, `hA` justifies the column operation and `hT` is triangularity.

```lean
/-- The map from displacements to bond stretches has determinant `(-1)^n (exp(ix) - 1)`. -/
theorem det_bondMatrix (x : ℝ) :
    (bondMatrix x : Matrix (Fin (n + 1)) (Fin (n + 1)) ℂ).det =
      (-1) ^ n * (Complex.exp (x * Complex.I) - 1) := by
  have rowLast : ∀ k : Fin (n + 1), bondMatrix x (Fin.last n) k =
      (if k = 0 then Complex.exp (x * Complex.I) else 0) - (if k = Fin.last n then 1 else 0) := by
    intro k
    simp [bondMatrix, bondPhase]
  have rowCast : ∀ (i : Fin n) (k : Fin (n + 1)), bondMatrix x i.castSucc k =
      (if k = i.succ then 1 else 0) - (if k = i.castSucc then 1 else 0) := by
    intro i k
    have hs : i.castSucc + 1 = i.succ := Fin.coeSucc_eq_succ
    simp [bondMatrix, bondPhase, hs, (Fin.castSucc_lt_last i).ne]
  -- the cumulative column sums of the bond matrix form a lower triangular matrix
  let A : Matrix (Fin (n + 1)) (Fin (n + 1)) ℂ := Matrix.of fun i k =>
    if i = Fin.last n then Complex.exp (x * Complex.I) - (if k = Fin.last n then 1 else 0)
    else if k = i then -1 else 0
  have hA : A.det = (bondMatrix (n := n) x).det := by
    refine Matrix.det_eq_of_forall_col_eq_smul_add_pred (fun _ => 1) ?_ ?_
    · intro i
      refine Fin.lastCases ?_ (fun i => ?_) i
      · rw [rowLast]
        simp [A]
      · have h1 : (0 : Fin (n + 1)) ≠ i.succ := (Fin.succ_ne_zero i).symm
        have h2 : i.castSucc ≠ Fin.last n := (Fin.castSucc_lt_last i).ne
        rw [rowCast, if_neg h1]
        simp only [A, Matrix.of_apply, if_neg h2]
        split_ifs <;> ring
    · intro i j
      have hj := j.isLt
      refine Fin.lastCases ?_ (fun i => ?_) i
      · rw [rowLast]
        simp only [A, Matrix.of_apply, Fin.ext_iff, Fin.val_succ, Fin.val_castSucc,
          Fin.val_last, Fin.val_zero]
        split_ifs <;> first | (exfalso; omega) | ring
      · have hi := i.isLt
        rw [rowCast]
        simp only [A, Matrix.of_apply, Fin.ext_iff, Fin.val_succ, Fin.val_castSucc,
          Fin.val_last]
        split_ifs <;> first | (exfalso; omega) | ring
  have hT : A.BlockTriangular OrderDual.toDual := by
    intro i k hik
    have h : i < k := OrderDual.toDual_lt_toDual.mp hik
    simp [A, (h.trans_le (Fin.le_last k)).ne, h.ne']
  rw [← hA, Matrix.det_of_isLowerTriangular A hT, Fin.prod_univ_castSucc]
  simp [A, (Fin.castSucc_lt_last _).ne]
```

Multiplicativity now gives
$$\det D=\overline{\det B}\,\Big(\prod_jK_j\Big)\det B=|e^{ix}-1|^2\prod_jK_j,$$
$$|e^{ix}-1|^2=(\cos x-1)^2+\sin^2x=2(1-\cos x).$$
The second line is `hn`.

```lean
/-- The dynamical matrix has determinant `2 (1 - cos x) ∏ K_j`. -/
theorem det_dynMatrix (K : Fin (n + 1) → ℝ) (x : ℝ) :
    (dynMatrix K x).det = ((2 * (1 - Real.cos x) * ∏ j, K j : ℝ) : ℂ) := by
  have hn : Complex.normSq ((-1) ^ n * (Complex.exp (x * Complex.I) - 1)) =
      2 * (1 - Real.cos x) := by
    have h1 : Complex.normSq ((-1) ^ n) = 1 := by
      rw [map_pow, Complex.normSq_neg, Complex.normSq_one, one_pow]
    rw [Complex.normSq_mul, h1, Complex.normSq_apply, Complex.sub_re, Complex.sub_im,
      Complex.exp_ofReal_mul_I_re, Complex.exp_ofReal_mul_I_im, Complex.one_re, Complex.one_im]
    linear_combination Real.sin_sq_add_cos_sq x
  have hc := Complex.normSq_eq_conj_mul_self
    (z := (-1) ^ n * (Complex.exp (x * Complex.I) - 1))
  rw [hn] at hc
  rw [dynMatrix, det_mul, det_mul, det_conjTranspose, det_diagonal, det_bondMatrix,
    Complex.star_def, Complex.ofReal_mul, hc, Complex.ofReal_prod]
  ring
```

## The energy fixes the matrix

Suppose $u^\dagger Mu=0$ for all complex $u$. Expanding the form at $u+v$ and at $u+iv$ gives
$$u^\dagger Mv+v^\dagger Mu=0,\qquad i\,(u^\dagger Mv-v^\dagger Mu)=0,$$
so $u^\dagger Mv=0$ for all $u,v$. Unit vectors then pick out each entry of $M$. Complex amplitudes matter here, because a real antisymmetric matrix has a vanishing form on real vectors. The `linear_combination` step adds the two identities with weights $\tfrac12$ and $-\tfrac i2$.

```lean
/-- A complex matrix whose quadratic form vanishes on all displacements is zero. -/
theorem eq_zero_of_form_eq_zero (M : Matrix (Fin (n + 1)) (Fin (n + 1)) ℂ)
    (h : ∀ u, star u ⬝ᵥ M *ᵥ u = 0) : M = 0 := by
  -- polarization with the phases 1 and i
  have hp : ∀ u v, star u ⬝ᵥ M *ᵥ v = 0 := by
    intro u v
    have hu := h u
    have hv := h v
    have h1 := h (u + v)
    have h2 := h (u + Complex.I • v)
    simp only [star_add, star_smul, mulVec_add, mulVec_smul, add_dotProduct, dotProduct_add,
      smul_dotProduct, dotProduct_smul, smul_eq_mul, Complex.star_def, Complex.conj_I] at h1 h2
    linear_combination (1 / 2) * (h1 - hu - hv) - (Complex.I / 2) * (h2 - hu - hv) +
      ((star u ⬝ᵥ M *ᵥ v - star v ⬝ᵥ M *ᵥ u) / 2
        - Complex.I / 2 * (star v ⬝ᵥ M *ᵥ v)) * Complex.I_sq
  ext i j
  have hij := hp (star (Pi.single i 1)) (Pi.single j 1)
  rw [star_star] at hij
  simpa using hij
```

The main theorem therefore speaks of any complex matrix `D`. Its hypothesis `hD` says that $u^\dagger Du$ equals the energy for every complex $u$; Hermiticity is not assumed. The explicit matrix satisfies `hD` for every choice of $K$ and $x$. The difference of the two matrices has zero quadratic form, so they coincide and share the determinant. The model has one displacement per atom and harmonic nearest-neighbour springs only.

```lean
/-- Every matrix that represents the energy `∑ K_j |u_(j+1) - u_j|²` of the cell, closed by `u_(n+1)
= exp(ix) u_0`, has determinant `2 (1 - cos x) ∏ K_j`. -/
theorem det_of_energy (K : Fin (n + 1) → ℝ) (x : ℝ)
    (D : Matrix (Fin (n + 1)) (Fin (n + 1)) ℂ)
    (hD : ∀ u, star u ⬝ᵥ D *ᵥ u = (energy K x u : ℂ)) :
    D.det = ((2 * (1 - Real.cos x) * ∏ j, K j : ℝ) : ℂ) := by
  have h : D - dynMatrix K x = 0 := eq_zero_of_form_eq_zero _ fun u => by
    rw [sub_mulVec, dotProduct_sub, hD, dynMatrix_energy, sub_self]
  rw [sub_eq_zero.mp h, det_dynMatrix]
```

Take two atoms with $K_0=1$, $K_1=2$ and $x=\pi/2$. Then
$$D=\begin{pmatrix}3&-1+2i\\-1-2i&3\end{pmatrix},\qquad \det D=9-5=4,$$
and the formula gives $2\cdot(1-0)\cdot1\cdot2=4$. The eigenvalues are $3\pm\sqrt5$.

## Zero modes and the product of squared frequencies

A nonzero $u$ with $Du=0$ exists exactly when $\det D=0$, which means $\cos x=1$ or some $K_j=0$. In the first case a uniform translation costs no energy; in the second the chain is cut at a bond.

```lean
/-- A nonzero displacement pattern without restoring force exists exactly when `x` is a multiple
of `2π` or some spring constant vanishes. -/
theorem exists_zero_mode_iff (K : Fin (n + 1) → ℝ) (x : ℝ) :
    (∃ u, u ≠ 0 ∧ dynMatrix K x *ᵥ u = 0) ↔
      (∃ k : ℤ, (k : ℝ) * (2 * Real.pi) = x) ∨ ∃ j, K j = 0 := by
  have hc : 2 * (1 - Real.cos x) = 0 ↔ Real.cos x = 1 := by
    constructor <;> intro h <;> linarith
  rw [Matrix.exists_mulVec_eq_zero_iff, det_dynMatrix, Complex.ofReal_eq_zero, mul_eq_zero, hc,
    Finset.prod_eq_zero_iff, Real.cos_eq_one_iff]
  simp
```

With positive masses, each of the two diagonal factors contributes $\prod_j m_j^{-1/2}$, so
$$\prod_j\omega_j^2=2(1-\cos x)\prod_j\frac{K_j}{m_j},$$
where $\omega_j^2$ are the eigenvalues of the mass-weighted matrix. The proof equates their product with the determinant (`hdet`) and distributes the masses (`hK`). For a phonon code run on this harmonic nearest-neighbour chain, the identity gives a check at any wavevector that needs no individual frequency in closed form.

```lean
/-- For positive masses, the eigenvalues of the mass-weighted dynamical matrix multiply to
`2 (1 - cos x) ∏ K_j / m_j`. -/
theorem prod_eigenvalues (K m : Fin (n + 1) → ℝ) (hm : ∀ j, 0 < m j) (x : ℝ) :
    ∏ j, (massWeighted_isHermitian K m x).eigenvalues j =
      2 * (1 - Real.cos x) * ∏ j, K j / m j := by
  have hK : ∏ j, K j / m j = (∏ j, (√(m j))⁻¹) * (∏ j, K j) * ∏ j, (√(m j))⁻¹ := by
    rw [← Finset.prod_mul_distrib, ← Finset.prod_mul_distrib]
    refine Finset.prod_congr rfl fun j _ => ?_
    have hs : √(m j) ≠ 0 := (Real.sqrt_pos.mpr (hm j)).ne'
    calc K j / m j = K j / (√(m j) * √(m j)) := by rw [Real.mul_self_sqrt (hm j).le]
      _ = (√(m j))⁻¹ * K j * (√(m j))⁻¹ := by field_simp
  have hdet : ((∏ j, (massWeighted_isHermitian K m x).eigenvalues j : ℝ) : ℂ) =
      (massWeighted K m x).det := by
    rw [Complex.ofReal_prod]
    exact (massWeighted_isHermitian K m x).det_eq_prod_eigenvalues.symm
  apply Complex.ofReal_injective
  rw [hdet, massWeighted, det_mul, det_mul, det_diagonal, det_dynMatrix, hK,
    ← Complex.ofReal_prod, ← Complex.ofReal_mul, ← Complex.ofReal_mul]
  congr 1
  ring

end

end BlochChainDeterminant
```

```lean
#print axioms BlochChainDeterminant.det_dynMatrix
-- 'BlochChainDeterminant.det_dynMatrix' depends on axioms: [propext, Classical.choice, Quot.sound]
#print axioms BlochChainDeterminant.det_of_energy
-- 'BlochChainDeterminant.det_of_energy' depends on axioms: [propext, Classical.choice, Quot.sound]
#print axioms BlochChainDeterminant.exists_zero_mode_iff
-- 'BlochChainDeterminant.exists_zero_mode_iff' depends on axioms: [propext, Classical.choice, Quot.sound]
#print axioms BlochChainDeterminant.prod_eigenvalues
-- 'BlochChainDeterminant.prod_eigenvalues' depends on axioms: [propext, Classical.choice, Quot.sound]
```
